# Magnon energy √(1 − γ²) and intensity √((1 − γ)/(1 + γ)) in a two-sublattice antiferromagnet with |γ| < 1

In the quadratic, non-interacting spin-wave model of a two-sublattice antiferromagnet, with energies in units of the exchange energy and a real intersublattice coupling γ, `magnon_energy_and_intensity` assumes |γ| < 1. It states that real Bogoliubov amplitudes u and v with u² − v² = 1 exist that make the 2 × 2 spin-wave form diagonal. Every such pair gives both modes the energy √(1 − γ²) and the intensity (u + v)² = √((1 − γ)/(1 + γ)). The proof takes existence from an earlier theorem, then shows that the energy is nonnegative and has square 1 − γ², and finds the intensity by a similar argument with squares.

The first attempt, which Lean rejects:

```lean
import Mathlib

open Matrix Filter Topology

namespace AntiferromagnetMagnon

/-- The quadratic spin-wave form of a two-sublattice antiferromagnet, in units of the
exchange energy, with intersublattice coupling `γ`. -/
def magnonForm (γ : ℝ) : Matrix (Fin 2) (Fin 2) ℝ := !![1, γ; γ, 1]

/-- The Bogoliubov matrix with real amplitudes `u` and `v`. -/
def bogoliubov (u v : ℝ) : Matrix (Fin 2) (Fin 2) ℝ := !![u, v; v, u]

/-- The amplitudes are normalised as `u² - v² = 1` and their Bogoliubov matrix brings the
spin-wave form to diagonal shape. -/
def Diagonalises (γ u v : ℝ) : Prop :=
  u ^ 2 - v ^ 2 = 1 ∧ ((bogoliubov u v)ᵀ * magnonForm γ * bogoliubov u v).IsDiag

/-- The entries of the spin-wave form after congruence by the Bogoliubov matrix, for any real `u`
and `v`. -/
theorem transformed_form (γ u v : ℝ) :
    (bogoliubov u v)ᵀ * magnonForm γ * bogoliubov u v =
      !![u ^ 2 + v ^ 2 + 2 * γ * u * v, 2 * u * v + γ * (u ^ 2 + v ^ 2);
         2 * u * v + γ * (u ^ 2 + v ^ 2), u ^ 2 + v ^ 2 + 2 * γ * u * v] := by
  ext i j
  fin_cases i <;> fin_cases j <;>
    simp [bogoliubov, magnonForm, Matrix.mul_apply, Fin.sum_univ_succ] <;> ring

/-- Normalised amplitudes diagonalise the spin-wave form exactly when the anomalous
coupling `2uv + γ(u² + v²)` vanishes. -/
theorem diagonalises_iff (γ u v : ℝ) :
    Diagonalises γ u v ↔
      u ^ 2 - v ^ 2 = 1 ∧ 2 * u * v + γ * (u ^ 2 + v ^ 2) = 0 := by
  unfold Diagonalises
  rw [transformed_form]
  constructor
  · rintro ⟨hn, hd⟩
    exact ⟨hn, hd (show (0 : Fin 2) ≠ 1 by decide)⟩
  · rintro ⟨hn, h⟩
    refine ⟨hn, ?_⟩
    rw [h]
    intro i j hij
    fin_cases i <;> fin_cases j <;> simp at hij ⊢

/-- A real Bogoliubov transformation diagonalising the spin-wave form exists exactly when
`|γ| < 1`. -/
theorem exists_diagonalises_iff (γ : ℝ) :
    (∃ u v, Diagonalises γ u v) ↔ |γ| < 1 := by
  constructor
  · rintro ⟨u, v, h⟩
    obtain ⟨hn, ho⟩ := (diagonalises_iff γ u v).mp h
    have hp : (u + v) * (u - v) = 1 := by linear_combination hn
    have hs : 0 < (u + v) ^ 2 :=
      lt_of_le_of_ne (sq_nonneg _)
        (Ne.symm (pow_ne_zero 2 (left_ne_zero_of_mul_eq_one hp)))
    have hd : 0 < (u - v) ^ 2 :=
      lt_of_le_of_ne (sq_nonneg _)
        (Ne.symm (pow_ne_zero 2 (right_ne_zero_of_mul_eq_one hp)))
    -- the two quadratures carry equal energy
    have key : (1 + γ) * (u + v) ^ 2 = (1 - γ) * (u - v) ^ 2 := by
      linear_combination 2 * ho
    rw [abs_lt]
    constructor
    · by_contra hc
      have hc' : γ ≤ -1 := not_lt.mp hc
      have a := mul_nonneg (show 0 ≤ -1 - γ by linarith) hs.le
      have b := mul_pos (show 0 < 1 - γ by linarith) hd
      linarith
    · by_contra hc
      have hc' : 1 ≤ γ := not_lt.mp hc
      have a := mul_pos (show 0 < 1 + γ by linarith) hs
      have b := mul_nonneg (show 0 ≤ γ - 1 by linarith) hd.le
      linarith
  · intro hγ
    obtain ⟨h1, h2⟩ := abs_lt.mp hγ
    have hp : 0 < 1 + γ := by linarith
    have hr : 0 < (1 - γ) / (1 + γ) := div_pos (by linarith) hp
    -- `w` will be the sum `u + v`
    obtain ⟨w, hw0, hw⟩ : ∃ w : ℝ, 0 < w ∧ w ^ 4 * (1 + γ) = 1 - γ := by
      refine ⟨√(√((1 - γ) / (1 + γ))), Real.sqrt_pos.mpr (Real.sqrt_pos.mpr hr), ?_⟩
      rw [show (4 : ℕ) = 2 * 2 from rfl, pow_mul, Real.sq_sqrt (Real.sqrt_nonneg _),
        Real.sq_sqrt hr.le, div_mul_cancel₀ _ hp.ne']
    have hz : w * w⁻¹ = 1 := mul_inv_cancel₀ hw0.ne'
    generalize w⁻¹ = z at hz
    refine ⟨(w + z) / 2, (w - z) / 2, (diagonalises_iff _ _ _).mpr ⟨?_, ?_⟩⟩
    · linear_combination hz
    · linear_combination z ^ 2 / 2 * hw - (1 + γ) / 2 * w ^ 2 * (w * z + 1) * hz

/-- For `|γ| < 1` a diagonalising Bogoliubov transformation exists, and every one gives both
magnon modes the energy `√(1 - γ²)` and the intensity `(u + v)² = √((1 - γ)/(1 + γ))`. -/
theorem magnon_energy_and_intensity {γ : ℝ} (hγ : |γ| < 1) :
    (∃ u v, Diagonalises γ u v) ∧
    ∀ u v, Diagonalises γ u v →
      (bogoliubov u v)ᵀ * magnonForm γ * bogoliubov u v =
        !![√(1 - γ ^ 2), 0; 0, √(1 - γ ^ 2)] ∧
      (u + v) ^ 2 = √((1 - γ) / (1 + γ)) := by
  refine ⟨(exists_diagonalises_iff γ).mpr hγ, fun u v h => ?_⟩
  obtain ⟨hn, ho⟩ := (diagonalises_iff γ u v).mp h
  have hp : 0 < 1 + γ := by linarith [(abs_lt.mp hγ).1]
  constructor
  · have he : u ^ 2 + v ^ 2 + 2 * γ * u * v = (1 + γ) * (u + v) ^ 2 := by
      linear_combination -ho
    have h0 : 0 ≤ u ^ 2 + v ^ 2 + 2 * γ * u * v := by
      rw [he]
      positivity
    -- the determinant fixes the square of the energy
    have hsq : 1 - γ ^ 2 = (u ^ 2 + v ^ 2 + 2 * γ * u * v) ^ 2 := by
      linear_combination (-(1 - γ ^ 2) * (u ^ 2 - v ^ 2 + 1)) * hn +
        (2 * u * v + γ * (u ^ 2 + v ^ 2)) * ho
    rw [transformed_form, ho, hsq, Real.sqrt_sq h0]
  · have key : (1 + γ) * (u + v) ^ 2 = (1 - γ) * (u - v) ^ 2 := by
      linear_combination 2 * ho
    have hprod : (u + v) ^ 2 * (u - v) ^ 2 = 1 := by
      linear_combination (u ^ 2 - v ^ 2 + 1) * hn
    have hr : (1 - γ) / (1 + γ) = ((u + v) ^ 2) ^ 2 := by
      rw [div_eq_iff hp.ne']
      linear_combination (-(u + v) ^ 2) * key - (1 - γ) * hprod
    rw [hr, Real.sqrt_sq (sq_nonneg _)]

end AntiferromagnetMagnon
```

The error:

```
Main.lean:108:6: error: ring failed, ring expressions not equal
γ : ℝ
hγ : |γ| < 1
u v : ℝ
h : Diagonalises γ u v
hn : u ^ 2 - v ^ 2 = 1
ho : 2 * u * v + γ * (u ^ 2 + v ^ 2) = 0
hp : 0 < 1 + γ
he : u ^ 2 + v ^ 2 + 2 * γ * u * v = (1 + γ) * (u + v) ^ 2
h0 : 0 ≤ u ^ 2 + v ^ 2 + 2 * γ * u * v
⊢ -(γ * u * v ^ 3 * 8) - γ * u ^ 3 * v * 8 - γ ^ 2 * u ^ 2 * v ^ 2 * 4 - γ ^ 2 * u ^ 4 * 2 - γ ^ 2 * v ^ 4 * 2 -
      u ^ 2 * v ^ 2 * 8 =
    0
```

What went wrong. The error is in the proof of `hsq`, which says that 1 − γ² is the square of the energy E = u² + v² + 2γuv. `linear_combination` subtracts the given combination of hypotheses from the goal and asks `ring` to verify that what remains is identically zero.

Write A = 2uv + γ(u² + v²), so that `ho` says A = 0. The identity needed is E² − A² = (1 − γ²)(u² − v²)². After the multiple of `hn` has been subtracted, −A² is left over, so `ho` must enter with coefficient −A. The attempt gave it +A, which leaves −2A², and this is the expression in the message, expanded. It does vanish by `ho`, but `ring` does not use hypotheses, so it fails.

The diff changes the `+` before the `ho` term to `-`. The remainder then cancels identically and `hsq` is proved.

The change, after which it compiles:

```diff
@@ -106,5 +106,5 @@
     -- the determinant fixes the square of the energy
     have hsq : 1 - γ ^ 2 = (u ^ 2 + v ^ 2 + 2 * γ * u * v) ^ 2 := by
-      linear_combination (-(1 - γ ^ 2) * (u ^ 2 - v ^ 2 + 1)) * hn +
+      linear_combination (-(1 - γ ^ 2) * (u ^ 2 - v ^ 2 + 1)) * hn -
         (2 * u * v + γ * (u ^ 2 + v ^ 2)) * ho
     rw [transformed_form, ho, hsq, Real.sqrt_sq h0]
```
